# The occupied pseudo-density from a matrix exponential: $e^{tF}P = X(t)$ and $X(s)X(t) = X(s+t)$

In a perturbation sum over an occupied orbital $i$ and a virtual orbital $a$, with energies $e_i$ and $e_a$, the denominator $e_a - e_i$ ties the two indices together, so the double sum is in general not an occupied sum times a virtual sum. For $e_a > e_i$, writing $1/(e_a - e_i) = \int_0^\infty e^{-(e_a - e_i)t}\,dt$ separates them under the integral, but the factors are still sums over canonical orbitals. The identity $e^{tF}P = X(t)$ expresses the occupied factor through the Fock matrix $F$ and the density matrix $P$ alone, where $P$ counts each occupied orbital once, without the closed-shell factor 2. Such factors appear in Laplace-transformed second-order Møller–Plesset theory; here the basis is finite, real and orthonormal, and the denominator has two indices instead of four.

## Claim and derivation

Let $C$ be a real matrix with entries $C_{\mu i}$ (basis function $\mu$, orbital $i$), columns $c(i)$ and $C^TC = 1$, and let $O$ be the set of occupied orbitals. Define
$$F = C\,\mathrm{diag}(e)\,C^T, \qquad P = \sum_{i\in O} c(i)c(i)^T,$$
$$X(t) = \sum_{i\in O} e^{te_i}c(i)c(i)^T, \qquad Y(t) = \sum_{a\notin O} e^{-te_a}c(a)c(a)^T .$$
For square $C$ and real $s, t$, the claim is $e^{tF}P = X(t)$, $X(s)X(t) = X(s+t)$ and $X(0) = P$.

Step 1. For a set $S$ of orbitals and weights $w_i$, the $\mu\nu$ entry of $\sum_{i\in S} w_i c(i)c(i)^T$ is $\sum_{i \in S} C_{\mu i}w_iC_{\nu i}$. The sum therefore equals $CDC^T$, with $D$ diagonal and $D_{ii} = w_i$ on $S$, zero elsewhere.

Step 2. For diagonal $D, D'$, orthonormality gives $CDC^T\,CD'C^T = CDD'C^T$. Hence for sets $S, T$ and weights $v, w$,
$$\Big(\sum_{i\in S} v_i c(i)c(i)^T\Big)\Big(\sum_{j\in T} w_j c(j)c(j)^T\Big) = \sum_{i\in S\cap T} v_iw_i\,c(i)c(i)^T .$$

Step 3. For square $C$ also $CC^T = 1$, so $(tF)^k = C\,\mathrm{diag}((te_i)^k)\,C^T$ for every $k \ge 0$. Summing the exponential series and using Step 1,
$$e^{tF} = C\,\mathrm{diag}(e^{te_i})\,C^T = \sum_i e^{te_i}c(i)c(i)^T .$$

Step 4. Step 2 with $S$ all orbitals, $T = O$, $v_i = e^{te_i}$, $w_i = 1$ gives $e^{tF}P = X(t)$. With $S = T = O$ the weights multiply to $e^{se_i}e^{te_i} = e^{(s+t)e_i}$, which is the semigroup law. At $t = 0$ all weights are 1, so $X(0) = P$.

Step 5. Completeness, $\sum_i c(i)c(i)^T = CC^T = 1$, makes $1 - P$ the sum over virtual orbitals, and Step 4 at $-t$, with the virtual set in place of $O$, gives $e^{-tF}(1-P) = Y(t)$. Step 2 with disjoint sets gives $X(s)Y(t) = 0$.

Step 6. Multiplying two entries,
$$X(t)_{\mu\nu}Y(t)_{\kappa\sigma} = \sum_{i\in O}\sum_{a\notin O} C_{\mu i}C_{\nu i}C_{\kappa a}C_{\sigma a}\,e^{-(e_a-e_i)t}.$$
If $e_i < e_a$ for every such pair, each term decays and
$$\int_0^\infty X(t)_{\mu\nu}Y(t)_{\kappa\sigma}\,dt = \sum_{i\in O}\sum_{a\notin O}\frac{C_{\mu i}C_{\nu i}C_{\kappa a}C_{\sigma a}}{e_a-e_i}.$$

## Formal development

The finite type `m` labels basis functions and `n` labels orbitals. No overlap matrix appears, and $F$ is built from a given $C$ and $e$, not obtained self-consistently.

In Lean 4 with Mathlib:

```lean
import Mathlib

open Matrix MeasureTheory

namespace LaplacePseudoDensity

noncomputable section

variable {m n : Type*} [Fintype m] [Fintype n] [DecidableEq n]

/-- The Fock matrix `F = C diag(e) Cᵀ` built from orbital coefficients and orbital energies. -/
def fock (C : Matrix m n ℝ) (e : n → ℝ) : Matrix m m ℝ :=
  C * diagonal e * Cᵀ

/-- The outer product `c(i) c(i)ᵀ` of the `i`-th column of the coefficient matrix with itself. -/
def orbProj (C : Matrix m n ℝ) (i : n) : Matrix m m ℝ :=
  vecMulVec (fun μ => C μ i) (fun ν => C ν i)

/-- The density matrix `P = ∑ c(i) c(i)ᵀ`, summed over the occupied orbitals. -/
def occDensity (C : Matrix m n ℝ) (occ : Finset n) : Matrix m m ℝ :=
  ∑ i ∈ occ, orbProj C i
```

The set `occ` is $O$. It is arbitrary, possibly empty or complete, and `occᶜ` is the virtual set. Both exponents carry the signs used above.

```lean
/-- The occupied pseudo-density `X(t) = ∑ exp(t e(i)) c(i) c(i)ᵀ` over occupied `i`. -/
def pseudoDensity (C : Matrix m n ℝ) (e : n → ℝ) (occ : Finset n) (t : ℝ) : Matrix m m ℝ :=
  ∑ i ∈ occ, Real.exp (t * e i) • orbProj C i

/-- The virtual pseudo-density `Y(t) = ∑ exp(-t e(a)) c(a) c(a)ᵀ` over virtual `a`. -/
def virtPseudoDensity (C : Matrix m n ℝ) (e : n → ℝ) (occ : Finset n) (t : ℝ) :
    Matrix m m ℝ :=
  ∑ a ∈ occᶜ, Real.exp (-(t * e a)) • orbProj C a
```

`spectral_sum` is Step 1, proved entrywise; it needs no orthonormality.

```lean
omit [Fintype m] in
/-- A weighted sum of `c(i) c(i)ᵀ` over a set `S` of orbitals is `C D Cᵀ`, with `D` diagonal,
carrying the weights on `S` and zero elsewhere. -/
theorem spectral_sum (C : Matrix m n ℝ) (S : Finset n) (w : n → ℝ) :
    ∑ i ∈ S, w i • orbProj C i
      = C * diagonal (fun i => if i ∈ S then w i else 0) * Cᵀ := by
  ext μ ν
  have h : ∀ j, C μ j * (if j ∈ S then w j else 0) * C ν j
      = if j ∈ S then w j * (C μ j * C ν j) else 0 := by
    intro j
    split_ifs <;> ring
  rw [Matrix.mul_apply]
  simp only [Matrix.mul_diagonal, Matrix.transpose_apply, Matrix.sum_apply, Matrix.smul_apply,
    orbProj, Matrix.vecMulVec_apply, smul_eq_mul, h]
  rw [Finset.sum_ite_mem, Finset.univ_inter]
```

`weighted_mul` is Step 2. The inner statement `key` regroups the product around `Cᵀ * C`, and the four membership cases at the end identify the diagonal for $S\cap T$. Here $C$ may be rectangular.

```lean
/-- For orthonormal orbitals, the product of weighted sums over `S` and `T` is the sum over
`S ∩ T` with the weights multiplied. -/
theorem weighted_mul {C : Matrix m n ℝ} (hC : Cᵀ * C = 1) (S T : Finset n) (v w : n → ℝ) :
    (∑ i ∈ S, v i • orbProj C i) * (∑ j ∈ T, w j • orbProj C j)
      = ∑ i ∈ S ∩ T, (v i * w i) • orbProj C i := by
  -- orthonormality removes the inner factor `Cᵀ C`
  have key : ∀ a b : n → ℝ, (C * diagonal a * Cᵀ) * (C * diagonal b * Cᵀ)
      = C * diagonal (fun i => a i * b i) * Cᵀ := by
    intro a b
    calc (C * diagonal a * Cᵀ) * (C * diagonal b * Cᵀ)
        = C * (diagonal a * ((Cᵀ * C) * diagonal b)) * Cᵀ := by
          simp only [Matrix.mul_assoc]
      _ = C * diagonal (fun i => a i * b i) * Cᵀ := by
          rw [hC, Matrix.one_mul, Matrix.diagonal_mul_diagonal]
  rw [spectral_sum C S v, spectral_sum C T w, spectral_sum C (S ∩ T) (fun i => v i * w i), key]
  refine congrArg (fun d : n → ℝ => C * diagonal d * Cᵀ) ?_
  funext i
  by_cases h1 : i ∈ S <;> by_cases h2 : i ∈ T <;> simp [h1, h2]
```

`exp_fock` is Step 3, for `C : Matrix n n ℝ`. `NormedSpace.exp` is the power-series exponential. The series argument is supplied by `Matrix.exp_conj`, which moves the invertible $C$ outside, and `Matrix.exp_diagonal`; `h2` turns the result into `Real.exp` entry by entry.

```lean
/-- For orthogonal `C`, the exponential of the Fock matrix is
`exp(tF) = ∑ exp(t e(i)) c(i) c(i)ᵀ` over all orbitals. -/
theorem exp_fock {C : Matrix n n ℝ} (hC : Cᵀ * C = 1) (e : n → ℝ) (t : ℝ) :
    NormedSpace.exp (t • fock C e) = ∑ i, Real.exp (t * e i) • orbProj C i := by
  have hCC : C * Cᵀ = 1 := mul_eq_one_comm.mp hC
  have hinv : C⁻¹ = Cᵀ := Matrix.inv_eq_left_inv hC
  have hU : IsUnit C := ⟨⟨C, Cᵀ, hCC, hC⟩, rfl⟩
  have hd : diagonal (fun i => t * e i) = t • diagonal e := by
    ext i j
    by_cases h : i = j <;> simp [h]
  -- `tF` is a similarity transform of a diagonal matrix
  have h1 : t • fock C e = C * diagonal (fun i => t * e i) * C⁻¹ := by
    rw [hinv, hd, Matrix.mul_smul, Matrix.smul_mul, fock]
  have h2 : NormedSpace.exp (fun i => t * e i : n → ℝ) = fun i => Real.exp (t * e i) := by
    funext i
    rw [Real.exp_eq_exp_ℝ]
    exact Pi.coe_exp _ i
  have key : NormedSpace.exp (t • fock C e)
      = C * diagonal (fun i => Real.exp (t * e i)) * Cᵀ := by
    rw [h1, Matrix.exp_conj _ _ hU, Matrix.exp_diagonal, hinv, h2]
  have h := spectral_sum C Finset.univ (fun i => Real.exp (t * e i))
  simp only [Finset.mem_univ, if_true] at h
  rw [key]
  exact h.symm
```

Step 4 is two uses of `weighted_mul`, with `Finset.univ occ` and with `occ occ`. The semigroup law holds for rectangular $C$, while the exponential identity is stated for square $C$.

```lean
/-- For orthogonal `C`, `exp(tF) P = X(t)`. -/
theorem exp_fock_mul_occDensity {C : Matrix n n ℝ} (hC : Cᵀ * C = 1) (e : n → ℝ)
    (occ : Finset n) (t : ℝ) :
    NormedSpace.exp (t • fock C e) * occDensity C occ = pseudoDensity C e occ t := by
  have h := weighted_mul hC Finset.univ occ (fun i => Real.exp (t * e i)) (fun _ => (1 : ℝ))
  simp only [one_smul, mul_one, Finset.univ_inter] at h
  rw [exp_fock hC]
  exact h

/-- For orthonormal orbitals (the coefficient matrix may be rectangular),
`X(s) X(t) = X(s + t)`. -/
theorem pseudoDensity_mul {C : Matrix m n ℝ} (hC : Cᵀ * C = 1) (e : n → ℝ)
    (occ : Finset n) (s t : ℝ) :
    pseudoDensity C e occ s * pseudoDensity C e occ t = pseudoDensity C e occ (s + t) := by
  have h := weighted_mul hC occ occ (fun i => Real.exp (s * e i)) (fun i => Real.exp (t * e i))
  unfold pseudoDensity
  refine h.trans ?_
  rw [Finset.inter_self]
  refine Finset.sum_congr rfl fun i _ => ?_
  rw [add_mul, Real.exp_add]
```

The main theorem reads: for square real $C$ with `Cᵀ * C = 1`, any energies and any occupied set, the three identities hold for all real $s$ and $t$. No ordering of the levels is assumed.

```lean
/-- Main result: for orthogonal `C`, `exp(tF) P = X(t)`, `X(s) X(t) = X(s + t)` and
`X(0) = P`. -/
theorem pseudoDensity_semigroup {C : Matrix n n ℝ} (hC : Cᵀ * C = 1) (e : n → ℝ)
    (occ : Finset n) :
    (∀ t : ℝ, NormedSpace.exp (t • fock C e) * occDensity C occ = pseudoDensity C e occ t) ∧
    (∀ s t, pseudoDensity C e occ s * pseudoDensity C e occ t
      = pseudoDensity C e occ (s + t)) ∧
    pseudoDensity C e occ 0 = occDensity C occ :=
  ⟨exp_fock_mul_occDensity hC e occ, pseudoDensity_mul hC e occ,
    by simp [pseudoDensity, occDensity]⟩
```

In Step 5, `hall` is completeness and `hq` rewrites $1 - P$ as the density of the complement.

```lean
/-- For orthogonal `C`, `exp(-tF) (1 - P) = Y(t)`. -/
theorem exp_neg_fock_mul_virtual {C : Matrix n n ℝ} (hC : Cᵀ * C = 1) (e : n → ℝ)
    (occ : Finset n) (t : ℝ) :
    NormedSpace.exp ((-t) • fock C e) * (1 - occDensity C occ)
      = virtPseudoDensity C e occ t := by
  have hCC : C * Cᵀ = 1 := mul_eq_one_comm.mp hC
  -- completeness of the orbitals
  have hall : ∑ i, orbProj C i = 1 := by
    have h := spectral_sum C Finset.univ (fun _ => (1 : ℝ))
    simp only [one_smul, Finset.mem_univ, if_true, Matrix.diagonal_one, Matrix.mul_one] at h
    rw [h, hCC]
  have hq : 1 - occDensity C occ = occDensity C occᶜ := by
    unfold occDensity
    rw [← hall, ← Finset.sum_add_sum_compl occ]
    abel
  rw [hq, exp_fock_mul_occDensity hC]
  simp only [pseudoDensity, virtPseudoDensity, neg_mul]

/-- For orthonormal orbitals, `X(s) Y(t) = 0`. -/
theorem pseudoDensity_mul_virt {C : Matrix m n ℝ} (hC : Cᵀ * C = 1) (e : n → ℝ)
    (occ : Finset n) (s t : ℝ) :
    pseudoDensity C e occ s * virtPseudoDensity C e occ t = 0 := by
  have h := weighted_mul hC occ occᶜ (fun i => Real.exp (s * e i))
    (fun a => Real.exp (-(t * e a)))
  have hempty : occ ∩ occᶜ = ∅ := by
    ext i
    simp
  rw [hempty, Finset.sum_empty] at h
  exact h
```

`laplace_sum` integrates $\sum_k c_k e^{-d_kt}$ over $(0,\infty)$ for coefficients $c_k$ and positive rates $d_k$; `v1` is the single integral $c_k/d_k$. Its technique is reusable: the induction over the finite set runs on the conjunction of integrability and value, since `MeasureTheory.integral_add` requires both summands to be integrable. The integrability clause also matters for reading the statement, because Mathlib assigns the integral 0 to a non-integrable function.

```lean
/-- A finite sum `∑ c(k) exp(-d(k) t)` with positive rates `d(k)` is integrable on `(0, ∞)`
and its integral is `∑ c(k) / d(k)`. -/
theorem laplace_sum {ι : Type*} [DecidableEq ι] (s : Finset ι) (c d : ι → ℝ)
    (hd : ∀ k ∈ s, 0 < d k) :
    IntegrableOn (fun t : ℝ => ∑ k ∈ s, c k * Real.exp (-d k * t)) (Set.Ioi (0 : ℝ)) ∧
    ∫ t in Set.Ioi (0 : ℝ), ∑ k ∈ s, c k * Real.exp (-d k * t) = ∑ k ∈ s, c k / d k := by
  induction s using Finset.induction_on with
  | empty =>
    refine ⟨?_, by simp⟩
    simp only [Finset.sum_empty]
    exact integrableOn_zero
  | insert k s hk ih =>
    obtain ⟨h1, h2⟩ := ih (fun j hj => hd j (Finset.mem_insert_of_mem hj))
    have hk0 : 0 < d k := hd k (Finset.mem_insert_self _ _)
    have i1 : IntegrableOn (fun t : ℝ => c k * Real.exp (-d k * t)) (Set.Ioi (0 : ℝ)) :=
      MeasureTheory.Integrable.const_mul (exp_neg_integrableOn_Ioi 0 hk0) (c k)
    -- the elementary Laplace integral of one decaying exponential
    have v1 : ∫ t in Set.Ioi (0 : ℝ), c k * Real.exp (-d k * t) = c k / d k := by
      rw [MeasureTheory.integral_const_mul, integral_exp_mul_Ioi (neg_lt_zero.mpr hk0),
        mul_zero, Real.exp_zero]
      ring
    simp only [Finset.sum_insert hk]
    exact ⟨MeasureTheory.Integrable.add i1 h1,
      by rw [MeasureTheory.integral_add i1 h1, v1, h2]⟩
```

`laplace_denominator` is Step 6. The gap `hgap` is assumed, not derived, and orthonormality is not needed. The fact `hf` is the product formula over pairs in `occ ×ˢ occᶜ`. The integral is exact; replacing it by a quadrature is not treated.

```lean
omit [Fintype m] in
/-- If every occupied level lies below every virtual level, `X(t)_{μν} Y(t)_{κσ}` is integrable
on `(0, ∞)` with integral `∑ C_{μi} C_{νi} C_{κa} C_{σa} / (e(a) - e(i))` over occupied `i` and
virtual `a`. -/
theorem laplace_denominator (C : Matrix m n ℝ) (e : n → ℝ) (occ : Finset n)
    (hgap : ∀ i ∈ occ, ∀ a, a ∉ occ → e i < e a) (μ ν κ σ : m) :
    IntegrableOn
      (fun t : ℝ => pseudoDensity C e occ t μ ν * virtPseudoDensity C e occ t κ σ)
      (Set.Ioi (0 : ℝ)) ∧
    ∫ t in Set.Ioi (0 : ℝ), pseudoDensity C e occ t μ ν * virtPseudoDensity C e occ t κ σ
      = ∑ i ∈ occ, ∑ a ∈ occᶜ, C μ i * C ν i * (C κ a * C σ a) / (e a - e i) := by
  -- the product of the two pseudo-densities carries the factor `exp(-(e a - e i) t)`
  have hf : ∀ t : ℝ, pseudoDensity C e occ t μ ν * virtPseudoDensity C e occ t κ σ
      = ∑ p ∈ occ ×ˢ occᶜ,
        C μ p.1 * C ν p.1 * (C κ p.2 * C σ p.2) * Real.exp (-(e p.2 - e p.1) * t) := by
    intro t
    simp only [pseudoDensity, virtPseudoDensity, orbProj, Matrix.sum_apply, Matrix.smul_apply,
      Matrix.vecMulVec_apply, smul_eq_mul]
    rw [Finset.sum_mul_sum, Finset.sum_product]
    refine Finset.sum_congr rfl fun i _ => Finset.sum_congr rfl fun a _ => ?_
    have hexp : Real.exp (-(e a - e i) * t)
        = Real.exp (t * e i) * Real.exp (-(t * e a)) := by
      rw [← Real.exp_add]
      congr 1
      ring
    try dsimp only
    rw [hexp]
    ring
  obtain ⟨h1, h2⟩ := laplace_sum (occ ×ˢ occᶜ)
    (fun p => C μ p.1 * C ν p.1 * (C κ p.2 * C σ p.2)) (fun p => e p.2 - e p.1)
    (fun p hp => by
      obtain ⟨hi, ha⟩ := Finset.mem_product.mp hp
      exact sub_pos.mpr (hgap p.1 hi p.2 (Finset.mem_compl.mp ha)))
  simp only [hf]
  refine ⟨h1, h2.trans ?_⟩
  simp only [Finset.sum_product]
```

A two-orbital example, indexed from 0, has $c(0) = (3/5, 4/5)^T$, $c(1) = (-4/5, 3/5)^T$, $e_0 = -1$, $e_1 = 1$ and $O = \{0\}$. It satisfies orthogonality and the gap condition, and $P = c(0)c(0)^T$ has off-diagonal entries $12/25$.

```lean
/-- Coefficients of two orbitals in a two-function basis: a plane rotation. -/
def rotC : Matrix (Fin 2) (Fin 2) ℝ :=
  !![3 / 5, -4 / 5; 4 / 5, 3 / 5]

/-- The rotation `rotC` is orthogonal; with energies `-1, 1` and the first orbital occupied, the
occupied level lies below the virtual one and the density matrix is the stated one. -/
theorem pseudoDensity_witness :
    rotCᵀ * rotC = 1 ∧
    (∀ i ∈ ({0} : Finset (Fin 2)), ∀ a, a ∉ ({0} : Finset (Fin 2)) →
      (![-1, 1] : Fin 2 → ℝ) i < (![-1, 1] : Fin 2 → ℝ) a) ∧
    occDensity rotC {0} = !![9 / 25, 12 / 25; 12 / 25, 16 / 25] := by
  refine ⟨?_, ?_, ?_⟩
  · ext i j
    fin_cases i <;> fin_cases j <;>
      simp [rotC, Matrix.mul_apply, Fin.sum_univ_two] <;> norm_num
  · intro i hi a ha
    have hi0 : i = 0 := Finset.mem_singleton.mp hi
    have h1 : ∀ b : Fin 2, b ∉ ({0} : Finset (Fin 2)) → b = 1 := by decide
    rw [hi0, h1 a ha]
    exact (by norm_num : (-1 : ℝ) < 1)
  · ext i j
    fin_cases i <;> fin_cases j <;>
      simp [occDensity, orbProj, rotC, Matrix.vecMulVec_apply] <;> norm_num

end

end LaplacePseudoDensity
```

```lean
#print axioms LaplacePseudoDensity.pseudoDensity_mul
-- 'LaplacePseudoDensity.pseudoDensity_mul' depends on axioms: [propext, Classical.choice, Quot.sound]
#print axioms LaplacePseudoDensity.pseudoDensity_semigroup
-- 'LaplacePseudoDensity.pseudoDensity_semigroup' depends on axioms: [propext, Classical.choice, Quot.sound]
#print axioms LaplacePseudoDensity.pseudoDensity_mul_virt
-- 'LaplacePseudoDensity.pseudoDensity_mul_virt' depends on axioms: [propext, Classical.choice, Quot.sound]
#print axioms LaplacePseudoDensity.laplace_denominator
-- 'LaplacePseudoDensity.laplace_denominator' depends on axioms: [propext, Classical.choice, Quot.sound]
```
